# The atomic layers of diamond parallel to (hkl) for coprime, all odd indices

The diamond structure is taken here as an infinite, ideal set of points: an fcc lattice with cubic edge 1, and its copy moved by (1/4, 1/4, 1/4). The theorem `layers_all_odd` says that, for coprime and all odd h, k, l, the values of hx + ky + lz on these sites are exactly the integers and the integers shifted by (h + k + l)/4. These values are heights in the scale of the indices; division by √(h² + k² + l²) gives the true distances from the plane through the origin, in cubic edges. For the forward direction the proof shows that ha + kb + lc is even when a + b + c is even, so that twice this number is a multiple of 4. For the converse it uses Bézout's identity to find a site at each such height.

In Lean, a first try:

```lean
import Mathlib

noncomputable section

namespace LayersAllOdd

/-- The fcc sites in units of the cubic edge: halved integer triples with even sum. -/
def fcc : Set (Fin 3 → ℝ) :=
  {x | ∃ a b c : ℤ, Even (a + b + c) ∧ x = ![(a : ℝ) / 2, (b : ℝ) / 2, (c : ℝ) / 2]}

/-- The vector (1/4, 1/4, 1/4) from one sublattice of diamond to the other. -/
def basisShift : Fin 3 → ℝ := fun _ => 1 / 4

/-- The diamond sites: the fcc sites together with their copy moved by `basisShift`. -/
def diamond : Set (Fin 3 → ℝ) := fcc ∪ (fun y => y + basisShift) '' fcc

/-- The height `h x + k y + l z` of a point above the plane (hkl) through the origin. -/
def height (h k l : ℤ) (x : Fin 3 → ℝ) : ℝ := h * x 0 + k * x 1 + l * x 2

/-- The heights at which the planes (hkl) carry atoms of the diamond structure. -/
def layers (h k l : ℤ) : Set ℝ := height h k l '' diamond

variable {h k l : ℤ}

/-- The height of the point (a/2, b/2, c/2), counted in quarters. -/
theorem height_fcc (a b c : ℤ) :
    height h k l ![(a : ℝ) / 2, (b : ℝ) / 2, (c : ℝ) / 2]
      = ((2 * (h * a + k * b + l * c) : ℤ) : ℝ) / 4 := by
  change (h : ℝ) * (a / 2) + k * (b / 2) + l * (c / 2) = _
  push_cast
  ring

/-- The height, counted in quarters, of the point (a/2, b/2, c/2) moved by (1/4, 1/4, 1/4): the term
h + k + l comes from the move. -/
theorem height_shift (a b c : ℤ) :
    height h k l (![(a : ℝ) / 2, (b : ℝ) / 2, (c : ℝ) / 2] + basisShift)
      = ((2 * (h * a + k * b + l * c) + (h + k + l) : ℤ) : ℝ) / 4 := by
  change (h : ℝ) * (a / 2 + 1 / 4) + k * (b / 2 + 1 / 4) + l * (c / 2 + 1 / 4) = _
  push_cast
  ring

lemma mem_layers_iff {t : ℝ} : t ∈ layers h k l ↔ ∃ m : ℤ, t = (m : ℝ) / 4 ∧
    ∃ a b c : ℤ, Even (a + b + c) ∧ (m = 2 * (h * a + k * b + l * c) ∨
      m = 2 * (h * a + k * b + l * c) + (h + k + l)) := by
  constructor
  · rintro ⟨x, hx, rfl⟩
    rcases hx with ⟨a, b, c, he, rfl⟩ | ⟨y, ⟨a, b, c, he, rfl⟩, rfl⟩
    · exact ⟨_, height_fcc a b c, a, b, c, he, Or.inl rfl⟩
    · exact ⟨_, height_shift a b c, a, b, c, he, Or.inr rfl⟩
  · rintro ⟨m, rfl, a, b, c, he, rfl | rfl⟩
    · exact ⟨_, Or.inl ⟨a, b, c, he, rfl⟩, height_fcc a b c⟩
    · exact ⟨_, Or.inr ⟨_, ⟨a, b, c, he, rfl⟩, rfl⟩, height_shift a b c⟩

lemma exists_bezout (hc : Int.gcd (Int.gcd h k) l = 1) :
    ∃ u v w : ℤ, h * u + k * v + l * w = 1 := by
  have h1 := Int.gcd_eq_gcd_ab h k
  have h2 := Int.gcd_eq_gcd_ab (Int.gcd h k) l
  rw [hc, Nat.cast_one] at h2
  refine ⟨Int.gcdA h k * Int.gcdA (Int.gcd h k) l,
    Int.gcdB h k * Int.gcdA (Int.gcd h k) l, Int.gcdB (Int.gcd h k) l, ?_⟩
  linear_combination -h2 - Int.gcdA (Int.gcd h k) l * h1

/-- For coprime, all odd indices the layers lie at the integers and at the integers
shifted by (h + k + l)/4. -/
theorem layers_all_odd (hc : Int.gcd (Int.gcd h k) l = 1)
    (hodd : Odd h ∧ Odd k ∧ Odd l) (t : ℝ) :
    t ∈ layers h k l ↔ ∃ m : ℤ, t = (m : ℝ) / 4 ∧ (4 ∣ m ∨ 4 ∣ m - (h + k + l)) := by
  rw [mem_layers_iff]
  constructor
  · rintro ⟨m, ht, a, b, c, ⟨e, he⟩, hm⟩
    obtain ⟨⟨h', eh⟩, ⟨k', ek⟩, ⟨l', el⟩⟩ := hodd
    have hq : h * a + k * b + l * c = 2 * (h' * a + k' * b + l' * c + e) := by
      linear_combination a * eh + b * ek + c * el + he
    refine ⟨m, ht, ?_⟩
    rcases hm with hm | hm
    · exact Or.inl ⟨_, by linear_combination hm + 2 * hq⟩
    · exact Or.inr ⟨_, by linear_combination hm + 2 * hq⟩
  · obtain ⟨u, v, w, hb⟩ := exists_bezout hc
    rintro ⟨m, ht, ⟨q, hq⟩ | ⟨q, hq⟩⟩
    · refine ⟨m, ht, 2 * q * u, 2 * q * v, 2 * q * w,
        ⟨q * u + q * v + q * w, by ring⟩, Or.inl ?_⟩
      linear_combination hq - 4 * q * hb
    · refine ⟨m, ht, 2 * q * u, 2 * q * v, 2 * q * w,
        ⟨q * u + q * v + q * w, by ring⟩, Or.inr ?_⟩
      linear_combination hq - 4 * q * hb

end LayersAllOdd
```

Messages:

```
Main.lean:76:26: error: ring failed, ring expressions not equal
h k l : ℤ
hc : (↑(h.gcd k)).gcd l = 1
t : ℝ
m : ℤ
ht : t = ↑m / 4
a b c e : ℤ
he : a + b + c = e + e
h' : ℤ
eh : h = 2 * h' + 1
k' : ℤ
ek : k = 2 * k' + 1
l' : ℤ
el : l = 2 * l' + 1
hq : h * a + k * b + l * c = 2 * (h' * a + k' * b + l' * c + e)
hm : m = 2 * (h * a + k * b + l * c)
⊢ -(m * 4) + a * h' * 4 + b * k' * 4 + c * l' * 4 + e * 4 = 0
Main.lean:77:26: error: ring failed, ring expressions not equal
h k l : ℤ
hc : (↑(h.gcd k)).gcd l = 1
t : ℝ
m : ℤ
ht : t = ↑m / 4
a b c e : ℤ
he : a + b + c = e + e
h' : ℤ
eh : h = 2 * h' + 1
k' : ℤ
ek : k = 2 * k' + 1
l' : ℤ
el : l = 2 * l' + 1
hq : h * a + k * b + l * c = 2 * (h' * a + k' * b + l' * c + e)
hm : m = 2 * (h * a + k * b + l * c) + (h + k + l)
⊢ -(m * 4) + a * h' * 4 + b * k' * 4 + c * l' * 4 + e * 4 = 0
```

Both errors come from the forward direction, where a divisibility by 4 has to be proved. Such a proof consists of a quotient and an equation, for example `m = 4 * c` in the first case. The attempt wrote `_` for the quotient and left it to be found while `linear_combination` checked the equation. But the `ring` call that does this check doesn't solve for an unknown. It compares atoms up to definitional equality, and in doing so it could unify the open quotient with `m`, an atom already met. The remaining goals show that this happened: in both, `-(m * 4)` stands where minus four times the quotient should be, against four times `h' * a + k' * b + l' * c + e`. These don't cancel, so `ring` fails.

The repair writes this last expression as the quotient in both cases. Nothing is then left open, and the unchanged combination `hm + 2 * hq` proves both equations.

This version goes through:

```diff
@@ -74,6 +74,6 @@
     refine ⟨m, ht, ?_⟩
     rcases hm with hm | hm
-    · exact Or.inl ⟨_, by linear_combination hm + 2 * hq⟩
-    · exact Or.inr ⟨_, by linear_combination hm + 2 * hq⟩
+    · exact Or.inl ⟨h' * a + k' * b + l' * c + e, by linear_combination hm + 2 * hq⟩
+    · exact Or.inr ⟨h' * a + k' * b + l' * c + e, by linear_combination hm + 2 * hq⟩
   · obtain ⟨u, v, w, hb⟩ := exists_bezout hc
     rintro ⟨m, ht, ⟨q, hq⟩ | ⟨q, hq⟩⟩
```
